# Constant-matrix-element scattering phase space follows the Fermi-liquid law $E^2+\pi^2T^2$

Take a particle at the chemical potential, $E=0$, with $k_B=1$ and $f(x)=1/(e^{x/T}+1)$. It moves to an empty level $y$ and transfers the energy $w=-y$, which may have either sign, to an electron at $x$. With a constant matrix element and a constant density of states, both set to 1, integrating $f(x)(1-f(x+w))$ over $x$ gives $w/(1-e^{-w/T})$, as derived below. The level $y$ is empty with probability $1-f(y)=f(w)$, and

$$\frac{1}{e^{w/T}+1}\,\frac{w}{1-e^{-w/T}}=\frac{w}{2\sinh(w/T)} .$$

Its integral over all real $w$ is $\pi^2T^2/4$: thermal smearing alone opens phase space. The reverse process, which fills the level $E=0$, adds the same amount, and the sum is the value at $E=0$ of the general law $(E^2+\pi^2T^2)/2$ for decay and filling together.

## Constant matrix element, flat unbounded band

This assumption sits in the definitions. `decayWeight` contains only occupations, with `p.1` $=x$ and `p.2` $=y$; energy conservation fixes the third level, $E+x-y$. Interaction strength and density of states are constants left out, and momentum conservation is ignored. With an energy-dependent interaction, the integrand gains a factor and the closed form generally fails.

The result is therefore a phase-space law for prescribed thermal occupations, not a derivation of Fermi-liquid behaviour in an interacting system. In GW, the same energy integral arises, up to a constant factor, if the density of states is flat and the momentum-averaged $\mathrm{Im}\,W$ is taken to be linear in the energy transfer with a temperature-independent slope.

```lean
import Mathlib

open Real MeasureTheory Set Filter Topology

namespace FermiLiquidLifetime

noncomputable section

/-- Fermi occupation at temperature `T` of a level at energy `x` from the chemical potential. -/
def fermi (T x : ℝ) : ℝ := 1 / (Real.exp (x / T) + 1)

/-- Thermal weight for lifting an electron from the level `x` to the level `x + w`. -/
def pairWeight (T w x : ℝ) : ℝ := fermi T x * (1 - fermi T (x + w))

/-- Thermal weight for a particle of energy `E` to strike an electron at `p.1`, the two
ending in empty levels at `p.2` and `E + p.1 - p.2`. -/
def decayWeight (T E : ℝ) (p : ℝ × ℝ) : ℝ :=
  fermi T p.1 * (1 - fermi T p.2) * (1 - fermi T (E + p.1 - p.2))

/-- Thermal weight of the reverse process, which fills the level `E`. -/
def fillWeight (T E : ℝ) (p : ℝ × ℝ) : ℝ :=
  (1 - fermi T p.1) * fermi T p.2 * fermi T (E + p.1 - p.2)
```

## Positive temperature

The hypothesis `hT : 0 < T` makes $f$ fall from 1 to 0, so $f(x)(1-f(x+w))$ decays exponentially on both sides. For negative $T$ the two limits interchange and the pair formula has the wrong sign. The limit $T\to0^+$ of the decay formula in `fermi_liquid_decay` is $E^2/2$ for $E>0$ and zero for $E<0$, but the theorems concern $T>0$ only.

The lemmas below supply particle-hole symmetry $1-f(x)=f(-x)$, the exponential bounds, and $f'=-f(1-f)/T$. `integrable_of_pos` uses Lean's convention that a non-integrable function has integral zero: a positive integral thus implies integrability.

```lean
/-- Particle-hole symmetry: the vacancy at `x` equals the occupation at `-x`. -/
theorem one_sub_fermi (T x : ℝ) : 1 - fermi T x = fermi T (-x) := by
  have h := Real.exp_pos (x / T)
  unfold fermi
  rw [neg_div, Real.exp_neg]
  field_simp
  try ring

private theorem fermi_pos (T x : ℝ) : 0 < fermi T x := by unfold fermi; positivity

private theorem vacancy_pos (T x : ℝ) : 0 < 1 - fermi T x := by
  rw [one_sub_fermi]; exact fermi_pos _ _

private theorem fermi_le (T x : ℝ) : fermi T x ≤ Real.exp (-x / T) := by
  unfold fermi
  rw [neg_div, Real.exp_neg, ← one_div]
  exact one_div_le_one_div_of_le (Real.exp_pos _) (by linarith)

private theorem continuous_fermi (T : ℝ) : Continuous (fermi T) := by
  unfold fermi
  exact continuous_const.div (by fun_prop) (fun x => by positivity)

private theorem integrable_of_pos {α : Type*} [MeasurableSpace α] {μ : Measure α} {f : α → ℝ}
    (h : 0 < ∫ x, f x ∂μ) : Integrable f μ := by
  by_contra hn
  rw [integral_undef hn] at h
  exact lt_irrefl _ h

private theorem integrable_of_bound {T C : ℝ} (hT : 0 < T) (hC : 0 ≤ C) {h : ℝ → ℝ}
    (hc : Continuous h) (hb : ∀ x, |h x| ≤ C * ((1 + |x|) * Real.exp (-|x| / T))) :
    Integrable h := by
  refine (integrable_inv_one_add_sq.const_mul (C * (6 * T ^ 3 * Real.exp (1 / T)))).mono'
    hc.aestronglyMeasurable (Eventually.of_forall fun x => ?_)
  rw [Real.norm_eq_abs, mul_assoc]
  refine (hb x).trans (mul_le_mul_of_nonneg_left ?_ hC)
  have h1 := Real.pow_div_factorial_le_exp ((1 + |x|) / T) (by positivity) 3
  have h6 : ((Nat.factorial 3 : ℕ) : ℝ) = 6 := by norm_num [Nat.factorial]
  rw [h6, div_pow, div_div, div_le_iff₀ (by positivity), add_div, Real.exp_add] at h1
  have h2 : (1 + |x|) * (1 + x ^ 2) ≤ (1 + |x|) ^ 3 := by
    rw [← sq_abs x]
    nlinarith [abs_nonneg x, sq_nonneg |x|]
  have h3 : Real.exp (|x| / T) * Real.exp (-|x| / T) = 1 := by
    rw [← Real.exp_add, neg_div, add_neg_cancel, Real.exp_zero]
  rw [← div_eq_mul_inv, le_div_iff₀ (by positivity)]
  have h4 := mul_le_mul_of_nonneg_right (h2.trans h1) (Real.exp_pos (-|x| / T)).le
  linear_combination h4 + 6 * T ^ 3 * Real.exp (1 / T) * h3

private theorem pair_integrable {T : ℝ} (hT : 0 < T) (w : ℝ) :
    Integrable (pairWeight T w) ∧ Integrable (fun x => x * pairWeight T w x) := by
  have c := continuous_fermi T
  have cp : Continuous (pairWeight T w) :=
    c.mul (continuous_const.sub (c.comp (continuous_id.add continuous_const)))
  have p0 : ∀ x, 0 ≤ pairWeight T w x := fun x =>
    (mul_pos (fermi_pos T x) (vacancy_pos T _)).le
  have hb : ∀ x, pairWeight T w x ≤ Real.exp (|w| / T) * Real.exp (-|x| / T) := by
    intro x
    have a1 := fermi_pos T x
    have a2 := vacancy_pos T x
    have a3 := fermi_pos T (x + w)
    have a4 := vacancy_pos T (x + w)
    rw [← Real.exp_add, ← add_div]
    unfold pairWeight
    rcases le_total 0 x with hx | hx
    · have h : Real.exp (-x / T) ≤ Real.exp ((|w| + -|x|) / T) := by
        rw [abs_of_nonneg hx]; gcongr; linarith [abs_nonneg w]
      nlinarith [fermi_le T x]
    · have h : Real.exp (-(-(x + w)) / T) ≤ Real.exp ((|w| + -|x|) / T) := by
        rw [abs_of_nonpos hx]; gcongr; linarith [le_abs_self w]
      have h' := fermi_le T (-(x + w))
      rw [← one_sub_fermi] at h'
      nlinarith
  constructor
  · refine integrable_of_bound hT (Real.exp_pos (|w| / T)).le cp fun x => ?_
    rw [abs_of_nonneg (p0 x)]
    refine (hb x).trans (mul_le_mul_of_nonneg_left ?_ (Real.exp_pos _).le)
    nlinarith [mul_nonneg (abs_nonneg x) (Real.exp_pos (-|x| / T)).le]
  · refine integrable_of_bound hT (Real.exp_pos (|w| / T)).le (continuous_id.mul cp) fun x => ?_
    rw [abs_mul, abs_of_nonneg (p0 x)]
    have h := mul_le_mul_of_nonneg_left (hb x) (abs_nonneg x)
    have h' := mul_pos (Real.exp_pos (|w| / T)) (Real.exp_pos (-|x| / T))
    linarith

private theorem hasDerivAt_fermi {T : ℝ} (hT : 0 < T) (x : ℝ) :
    HasDerivAt (fermi T) (-(fermi T x * (1 - fermi T x)) / T) x := by
  have he : HasDerivAt (fun y => Real.exp (y / T) + 1) (Real.exp (x / T) * (1 / T)) x :=
    (((hasDerivAt_id' x).div_const T).exp).add_const 1
  have hne : Real.exp (x / T) + 1 ≠ 0 := by positivity
  have h : HasDerivAt (fermi T) _ x := (hasDerivAt_const x (1 : ℝ)).fun_div he hne
  refine h.congr_deriv ?_
  unfold fermi
  field_simp
  try ring
```

## Nonzero energy transfer

The hypothesis `hw : w ≠ 0` says that the electron really changes energy. Put $b=e^{w/T}$ and $D(x)=b+(1-b)f(x)$. Then $1-f(x+w)=b(1-f(x))/D(x)$, so

$$\frac{d}{dx}\,T\ln D=(b-1)\frac{f(1-f)}{D}=(1-b^{-1})\,f(x)\,(1-f(x+w)).$$

Since $D$ runs from $1$ to $b$, the left side integrates to $T\ln b=w$. Division by $1-b^{-1}$ gives the result, and this is where $w\neq0$ enters. At $w=0$ the quotient is $0/0$, while the integral is $T$.

In code, `-w/expm1(-w/T)` avoids cancellation at small $w$, with the value $T$ supplied at $w=0$. The same factor, $w(1+n(w))$ with $n$ the Bose function, appears in a finite-temperature GW damping integral when $\mathrm{Im}\,W$ is linear in $w$.

```lean
/-- The thermal phase space for exciting an electron by a nonzero energy `w` is
`w / (1 - exp (-w / T))`. -/
theorem integral_pairWeight {T w : ℝ} (hT : 0 < T) (hw : w ≠ 0) :
    ∫ x, pairWeight T w x = w / (1 - Real.exp (-w / T)) := by
  obtain ⟨b, hbdef⟩ : ∃ b, b = Real.exp (w / T) := ⟨_, rfl⟩
  have hb : 0 < b := hbdef ▸ Real.exp_pos _
  have hbi : Real.exp (-w / T) = b⁻¹ := by rw [neg_div, Real.exp_neg, hbdef]
  have hD : ∀ x, b + (1 - b) * fermi T x ≠ 0 := fun x => by
    have := add_pos (fermi_pos T x) (mul_pos hb (vacancy_pos T x))
    intro h
    linarith
  have alg : ∀ f D : ℝ, D ≠ 0 → T * ((1 - b) * (-(f * (1 - f)) / T) / D)
      = (1 - b⁻¹) * (f * (b * (1 - f) / D)) := by
    intro f D h
    field_simp
    try ring
  -- an explicit antiderivative of (1 - b⁻¹) times the particle-hole weight
  have hder : ∀ x, HasDerivAt (fun y => T * Real.log (b + (1 - b) * fermi T y))
      ((1 - b⁻¹) * pairWeight T w x) x := by
    intro x
    have hs : 1 - fermi T (x + w) = b * (1 - fermi T x) / (b + (1 - b) * fermi T x) := by
      rw [eq_div_iff (hD x)]
      unfold fermi
      rw [add_div, Real.exp_add, ← hbdef]
      have := Real.exp_pos (x / T)
      field_simp
      try ring
    refine (((((hasDerivAt_fermi hT x).const_mul (1 - b)).const_add b).log
      (hD x)).const_mul T).congr_deriv ?_
    unfold pairWeight
    rw [hs]
    exact alg _ _ (hD x)
  have htop : Tendsto (fermi T) atTop (𝓝 0) := by
    have h1 : Tendsto (fun x : ℝ => Real.exp (x / T) + 1) atTop atTop :=
      tendsto_atTop_add_const_right _ 1
        (Real.tendsto_exp_atTop.comp (tendsto_id.atTop_div_const hT))
    exact (tendsto_inv_atTop_zero.comp h1).congr (fun x => by simp [fermi])
  have hbot : Tendsto (fermi T) atBot (𝓝 1) := by
    have h : Tendsto (fun x => 1 - fermi T (-x)) atBot (𝓝 (1 - 0)) :=
      (htop.comp tendsto_neg_atBot_atTop).const_sub 1
    rw [sub_zero] at h
    exact h.congr (fun x => by rw [← one_sub_fermi]; ring)
  have key := integral_of_hasDerivAt_of_tendsto hder ((pair_integrable hT w).1.const_mul _)
    (((((hbot.const_mul (1 - b)).const_add b).log (by simp)).const_mul T))
    (((((htop.const_mul (1 - b)).const_add b).log (by simpa using hb.ne')).const_mul T))
  have e1 : b + (1 - b) * 1 = 1 := by ring
  have e0 : b + (1 - b) * 0 = b := by ring
  rw [integral_const_mul, e1, e0, Real.log_one, hbdef, Real.log_exp, ← hbdef, mul_zero,
    sub_zero, mul_div_cancel₀ _ hT.ne'] at key
  have hne : 1 - b⁻¹ ≠ 0 := by
    rw [← hbi]
    exact sub_ne_zero.2 fun h => div_ne_zero (neg_ne_zero.2 hw) hT.ne'
      ((Real.exp_eq_one_iff _).1 h.symm)
  rw [hbi, eq_div_iff hne, mul_comm]
  exact key
```

## Any real quasiparticle energy

No sign or size is imposed on $E$. With $w=E-y$, the remaining integrand is $f(w-E)\,w/(1-e^{-w/T})$. Setting $u=e^{w/T}$ and $a=e^{E/T}$,

$$\frac{au}{(u+a)(u-1)}=\frac{a}{a+1}\left[\frac{2u}{u^2-1}+\frac{a}{u+a}-\frac1{u+1}\right].$$

Multiplied by $w$, this is

$$\frac{1}{1+e^{-E/T}}\left[\frac{w}{\sinh(w/T)}+w\,G(w)\right],\qquad G(w)=f(w-E)-f(w).$$

For the first term, expand at $w>0$:

$$\frac{w}{\sinh(w/T)}=2w\sum_{k\ge0}e^{-(2k+1)w/T}.$$

Each exponential contributes $2T^2/(2k+1)^2$. The reciprocals of the odd squares sum to $\pi^2/6-\pi^2/24=\pi^2/8$, so the half-line gives $\pi^2T^2/4$ and, by evenness, the full line $\pi^2T^2/2$.

```lean
private theorem hasSum_odd : HasSum (fun k : ℕ => 1 / (2 * (k : ℝ) + 1) ^ 2) (π ^ 2 / 8) := by
  have hz := hasSum_zeta_two
  have he : HasSum (fun k : ℕ => 1 / ((2 * k : ℕ) : ℝ) ^ 2) (π ^ 2 / 24) := by
    have e : (fun k : ℕ => 1 / ((2 * k : ℕ) : ℝ) ^ 2) =
        fun k : ℕ => (1 / 4 : ℝ) * (1 / (k : ℝ) ^ 2) := by
      ext k
      push_cast
      ring
    rw [e, show π ^ 2 / 24 = (1 / 4 : ℝ) * (π ^ 2 / 6) by ring]
    exact hz.mul_left (1 / 4 : ℝ)
  have ho : Summable (fun k : ℕ => 1 / ((2 * k + 1 : ℕ) : ℝ) ^ 2) :=
    hz.summable.comp_injective (i := fun k : ℕ => 2 * k + 1)
      (fun a b h => by have h' : 2 * a + 1 = 2 * b + 1 := h; omega)
  obtain ⟨s, hs⟩ := ho
  have h := (HasSum.even_add_odd (f := fun n : ℕ => 1 / (n : ℝ) ^ 2) he hs).unique hz
  have h8 : s = π ^ 2 / 8 := by linarith
  rw [h8] at hs
  push_cast at hs
  exact hs

private theorem integral_mul_exp {b : ℝ} (hb : 0 < b) :
    ∫ t in Ioi (0 : ℝ), t * Real.exp (-(b * t)) = 1 / b ^ 2 := by
  have h := Real.integral_rpow_mul_exp_neg_mul_Ioi (a := 2) (r := b) two_pos hb
  have e : (2 : ℝ) - 1 = 1 := by norm_num
  rw [e, Real.Gamma_two, mul_one, Real.rpow_two] at h
  simp only [Real.rpow_one] at h
  rw [h]
  ring

/-- The integral of `w / sinh (w / T)` over all energy transfers is `π² T² / 2`. -/
theorem integral_div_sinh {T : ℝ} (hT : 0 < T) :
    ∫ w : ℝ, w / Real.sinh (w / T) = π ^ 2 * T ^ 2 / 2 := by
  obtain ⟨F, hF⟩ : ∃ F : ℕ → ℝ → ℝ, ∀ k t,
      F k t = 2 * (t * Real.exp (-((2 * (k : ℝ) + 1) / T * t))) := ⟨_, fun _ _ => rfl⟩
  have hI : ∀ k, ∫ t in Ioi (0 : ℝ), F k t = 2 * T ^ 2 * (1 / (2 * (k : ℝ) + 1) ^ 2) := by
    intro k
    simp only [hF]
    rw [integral_const_mul, integral_mul_exp (by positivity)]
    field_simp
  have hN : ∀ k, ∫ t in Ioi (0 : ℝ), ‖F k t‖ = 2 * T ^ 2 * (1 / (2 * (k : ℝ) + 1) ^ 2) := by
    intro k
    rw [← hI k]
    refine setIntegral_congr_fun measurableSet_Ioi fun t ht => ?_
    have ht' : 0 < t := ht
    exact Real.norm_of_nonneg (by rw [hF]; positivity)
  have hodd := hasSum_odd.mul_left (2 * T ^ 2)
  have hs := hasSum_integral_of_summable_integral_norm (μ := volume.restrict (Ioi (0 : ℝ)))
    (F := F) (fun k => integrable_of_pos (by rw [hI k]; positivity))
    (by simp only [hN]; exact hodd.summable)
  simp only [hI] at hs
  -- the geometric series in exp (-2 t / T) sums to t / sinh (t / T)
  have hsum : ∫ t in Ioi (0 : ℝ), t / Real.sinh (t / T) = ∫ t in Ioi (0 : ℝ), ∑' k, F k t := by
    refine setIntegral_congr_fun measurableSet_Ioi fun t ht => ?_
    have ht' : 0 < t := ht
    obtain ⟨q, hq⟩ : ∃ q, q = Real.exp (-(t / T)) := ⟨_, rfl⟩
    have q0 : 0 < q := hq ▸ Real.exp_pos _
    have q1 : q < 1 := by
      rw [hq, Real.exp_lt_one_iff]
      exact neg_neg_of_pos (div_pos ht' hT)
    have hk : ∀ k, F k t = 2 * t * q * (q ^ 2) ^ k := by
      intro k
      have : Real.exp (-((2 * (k : ℝ) + 1) / T * t)) = q * (q ^ 2) ^ k := by
        rw [← pow_mul, hq, ← Real.exp_nat_mul, ← Real.exp_add]
        congr 1
        push_cast
        ring
      rw [hF, this]
      ring
    have hsh : Real.sinh (t / T) = (1 - q ^ 2) / (2 * q) := by
      have : Real.exp (t / T) = q⁻¹ := by rw [hq, Real.exp_neg, inv_inv]
      rw [Real.sinh_eq, this, ← hq]
      field_simp
    change t / Real.sinh (t / T) = ∑' k, F k t
    simp only [hk]
    rw [tsum_mul_left, tsum_geometric_of_lt_one (by positivity) (by nlinarith), hsh,
      div_div_eq_mul_div]
    ring
  have habs : ∀ w : ℝ, w / Real.sinh (w / T) = |w| / Real.sinh (|w| / T) := by
    intro w
    rcases abs_choice w with h | h <;> rw [h]
    rw [show -w / T = -(w / T) from neg_div _ _, Real.sinh_neg, neg_div_neg_eq]
  have hc : ∫ w : ℝ, w / Real.sinh (w / T) = ∫ w : ℝ, |w| / Real.sinh (|w| / T) :=
    integral_congr_ae (Eventually.of_forall habs)
  have hh : ∫ w : ℝ, |w| / Real.sinh (|w| / T) =
      2 * ∫ t in Ioi (0 : ℝ), t / Real.sinh (t / T) :=
    integral_comp_abs (f := fun t => t / Real.sinh (t / T))
  rw [hc, hh, hsum, hs.unique hodd]
  ring
```

For the second term, $G(w)=(e^{E/T}-1)f(w)(1-f(w-E))$. For $E\neq0$ the pair formula at transfer $-E$ gives $\int G\,dw=E$. Because $G(E-w)=G(w)$, the moment $M=\int wG\,dw$ obeys $M=E^2-M$, hence $M=E^2/2$. At $E=0$ both sides vanish.

```lean
private theorem shift_eq (T E w : ℝ) :
    fermi T (w - E) - fermi T w = (Real.exp (E / T) - 1) * pairWeight T (-E) w := by
  unfold pairWeight fermi
  rw [← sub_eq_add_neg, sub_div, Real.exp_sub]
  have h1 := Real.exp_pos (w / T)
  have h2 := Real.exp_pos (E / T)
  field_simp
  try ring

/-- The change in occupation caused by shifting the Fermi edge by `E` has first energy moment `E² /
2`, at every positive temperature. -/
theorem integral_edge_shift {T : ℝ} (hT : 0 < T) (E : ℝ) :
    ∫ w, w * (fermi T (w - E) - fermi T w) = E ^ 2 / 2 := by
  rcases eq_or_ne E 0 with rfl | hE
  · simp
  obtain ⟨G, hG⟩ : ∃ G : ℝ → ℝ, ∀ w, G w = fermi T (w - E) - fermi T w := ⟨_, fun _ => rfl⟩
  have hGp : ∀ w, G w = (Real.exp (E / T) - 1) * pairWeight T (-E) w := fun w => by
    rw [hG, shift_eq]
  have i0 : Integrable G :=
    ((pair_integrable hT (-E)).1.const_mul (Real.exp (E / T) - 1)).congr
      (Eventually.of_forall fun w => (hGp w).symm)
  have i1 : Integrable (fun w => w * G w) :=
    ((pair_integrable hT (-E)).2.const_mul (Real.exp (E / T) - 1)).congr
      (Eventually.of_forall fun w => by simp only [hGp]; ring)
  have hGi : ∫ w, G w = E := by
    simp only [hGp]
    rw [integral_const_mul, integral_pairWeight hT (neg_ne_zero.2 hE), neg_neg]
    have hne : 1 - Real.exp (E / T) ≠ 0 := sub_ne_zero.2 fun h =>
      div_ne_zero hE hT.ne' ((Real.exp_eq_one_iff _).1 h.symm)
    rw [mul_div_assoc', div_eq_iff hne]
    ring
  -- the shifted occupation difference is symmetric about E / 2
  have hsym : ∀ w, G (E - w) = G w := by
    intro w
    have h1 := one_sub_fermi T w
    have h2 := one_sub_fermi T (w - E)
    rw [neg_sub] at h2
    rw [hG, hG, show E - w - E = -w by ring]
    linarith
  have hr := integral_sub_left_eq_self (fun w => w * G w) volume E
  have hsplit : ∫ w, (E - w) * G (E - w) = E * (∫ w, G w) - ∫ w, w * G w := by
    rw [← integral_const_mul, ← integral_sub (i0.const_mul E) i1]
    refine integral_congr_ae (Eventually.of_forall fun w => ?_)
    simp only [hsym]
    ring
  simp only [← hG]
  rw [hGi] at hsplit
  linarith

private theorem partial_fractions {T : ℝ} (hT : 0 < T) (E : ℝ) {w : ℝ} (hw : w ≠ 0) :
    fermi T (w - E) * (w / (1 - Real.exp (-w / T))) = 1 / (1 + Real.exp (-E / T)) *
      (w / Real.sinh (w / T) + w * (fermi T (w - E) - fermi T w)) := by
  have hu1 : Real.exp (w / T) ≠ 1 := fun h =>
    div_ne_zero hw hT.ne' ((Real.exp_eq_one_iff _).1 h)
  unfold fermi
  rw [Real.sinh_eq, neg_div, neg_div, Real.exp_neg, Real.exp_neg, sub_div, Real.exp_sub]
  have hu := Real.exp_pos (w / T)
  have ha := Real.exp_pos (E / T)
  generalize Real.exp (w / T) = u at *
  generalize Real.exp (E / T) = a at *
  have n1 : u - 1 ≠ 0 := sub_ne_zero.2 hu1
  have n2 : u + 1 ≠ 0 := by positivity
  have n3 : u + a ≠ 0 := by positivity
  have n4 : a + 1 ≠ 0 := by positivity
  have e1 : 1 - u⁻¹ = (u - 1) / u := by field_simp
  have e2 : (u - u⁻¹) / 2 = (u - 1) * (u + 1) / (2 * u) := by
    field_simp
    try ring
  have e3 : u / a + 1 = (u + a) / a := by field_simp
  have e4 : 1 + a⁻¹ = (a + 1) / a := by field_simp
  rw [e1, e2, e3, e4]
  simp only [div_div_eq_mul_div]
  field_simp
  try ring
```

Adding the terms gives

$$\int_{\mathbb R^2} f(x)(1-f(y))(1-f(E+x-y))\,dx\,dy=\frac{E^2+\pi^2T^2}{2(1+e^{-E/T})}.$$

`fermi_liquid_decay` states this together with integrability, which it proves before exchanging the integrals by Fubini's theorem. The step `hin` discards the single value $y=E$, where $w=0$.

```lean
/-- For a constant matrix element, the phase space for the decay of a particle of energy `E` is
finite and equals `(E² + π² T²) / (2 (1 + exp (-E / T)))`. -/
theorem fermi_liquid_decay {T : ℝ} (hT : 0 < T) (E : ℝ) :
    Integrable (decayWeight T E) ∧
      ∫ p, decayWeight T E p = (E ^ 2 + π ^ 2 * T ^ 2) / (2 * (1 + Real.exp (-E / T))) := by
  obtain ⟨R, hR⟩ : ∃ R : ℝ → ℝ, ∀ w, R w = 1 / (1 + Real.exp (-E / T)) *
      (w / Real.sinh (w / T) + w * (fermi T (w - E) - fermi T w)) := ⟨_, fun _ => rfl⟩
  have i1 : Integrable (fun w : ℝ => w / Real.sinh (w / T)) :=
    integrable_of_pos (by rw [integral_div_sinh hT]; positivity)
  have i2 : Integrable (fun w => w * (fermi T (w - E) - fermi T w)) :=
    ((pair_integrable hT (-E)).2.const_mul (Real.exp (E / T) - 1)).congr
      (Eventually.of_forall fun w => by simp only [shift_eq]; ring)
  have iR : Integrable R :=
    ((i1.add i2).const_mul (1 / (1 + Real.exp (-E / T)))).congr
      (Eventually.of_forall fun w => (hR w).symm)
  have hW : ∀ x y, decayWeight T E (x, y) = (1 - fermi T y) * pairWeight T (E - y) x := by
    intro x y
    simp only [decayWeight, pairWeight]
    rw [show E + x - y = x + (E - y) by ring]
    ring
  have hpos : ∀ p, 0 ≤ decayWeight T E p := fun p =>
    (mul_pos (mul_pos (fermi_pos _ _) (vacancy_pos _ _)) (vacancy_pos _ _)).le
  -- integrate over the struck electron first, at fixed energy transfer E - y
  have hin : ∀ᵐ y : ℝ, R (E - y) = ∫ x, decayWeight T E (x, y) := by
    have hae : ∀ᵐ y : ℝ, y ≠ E := compl_mem_ae_iff.2 (measure_singleton E)
    filter_upwards [hae] with y hy
    have hne : E - y ≠ 0 := sub_ne_zero.2 hy.symm
    simp only [hW]
    rw [integral_const_mul, integral_pairWeight hT hne, hR, ← partial_fractions hT E hne,
      one_sub_fermi, show E - y - E = -y by ring]
  have c := continuous_fermi T
  have cW : Continuous (decayWeight T E) :=
    ((c.comp continuous_fst).mul (continuous_const.sub (c.comp continuous_snd))).mul
      (continuous_const.sub (c.comp ((continuous_const.add continuous_fst).sub continuous_snd)))
  have iW : Integrable (decayWeight T E) ((volume : Measure ℝ).prod volume) := by
    refine (integrable_prod_iff' cW.aestronglyMeasurable).2
      ⟨Eventually.of_forall fun y => ?_, (iR.comp_sub_left E).congr ?_⟩
    · simp only [hW]
      exact (pair_integrable hT (E - y)).1.const_mul _
    · simp only [Real.norm_of_nonneg (hpos _)]
      exact hin
  refine ⟨iW, ?_⟩
  rw [Measure.volume_eq_prod, integral_prod_symm _ iW, ← integral_congr_ae hin,
    integral_sub_left_eq_self R volume E]
  simp only [hR]
  rw [integral_const_mul, integral_add i1 i2, integral_div_sinh hT, integral_edge_shift hT]
  have := Real.exp_pos (-E / T)
  field_simp
  try ring
```

Reflecting all energies turns filling at $E$ into decay at $-E$. As $1/(1+e^{-E/T})+1/(1+e^{E/T})=1$, the two phase spaces add to $(E^2+\pi^2T^2)/2$.

```lean
/-- The phase spaces for emptying and for filling the level `E` add up to
`(E² + π² T²) / 2`. -/
theorem total_damping {T : ℝ} (hT : 0 < T) (E : ℝ) :
    (∫ p, decayWeight T E p) + ∫ p, fillWeight T E p = (E ^ 2 + π ^ 2 * T ^ 2) / 2 := by
  -- reflecting all energies turns filling at E into decay at -E
  have h : ∀ p, fillWeight T E p = decayWeight T (-E) (-p) := by
    intro p
    simp only [fillWeight, decayWeight, Prod.fst_neg, Prod.snd_neg, one_sub_fermi, neg_neg]
    rw [show -(-E + -p.1 - -p.2) = E + p.1 - p.2 by ring]
  simp only [h]
  rw [integral_neg_eq_self (decayWeight T (-E)) volume, (fermi_liquid_decay hT E).2,
    (fermi_liquid_decay hT (-E)).2, neg_neg, neg_div, Real.exp_neg]
  have := Real.exp_pos (E / T)
  field_simp
  try ring

end

end FermiLiquidLifetime
```

```lean
#print axioms FermiLiquidLifetime.fermi_liquid_decay
-- 'FermiLiquidLifetime.fermi_liquid_decay' depends on axioms: [propext, Classical.choice, Quot.sound]
#print axioms FermiLiquidLifetime.total_damping
-- 'FermiLiquidLifetime.total_damping' depends on axioms: [propext, Classical.choice, Quot.sound]
```
